# At positive temperature, exactly one variance minimises the trial free energy of a centred Gaussian in a quartic potential

For a classical particle in the potential −ax²/2 + bx⁴/4, a centred Gaussian of variance s has, with k_B = 1 and up to a constant, the trial free energy F(s) = −as/2 + 3bs²/4 − (T/2) ln s, which the file takes as its definition. The theorem says that for b, T > 0 and any real a, the variance s* = (a + √(a² + 12bT))/(6b) is positive and gives a strictly lower F than every other positive variance. It also gives the ratio T/s* as (√(a² + 12bT) − a)/2. The proof bounds the change in the logarithm by ln u < u − 1 with u = t/s*, rewrites that bound with the equation 3bs*² = as* + T, and is left with a multiple of (t − s*)², which is not negative.

Lean 4 with Mathlib refuses this proof:

```lean
import Mathlib

open MeasureTheory
open scoped Real

namespace DoubleWellGaussian

noncomputable section

/-- The Gaussian trial free energy as a function of the variance `s > 0`, up to a term independent
of `s`. -/
def trialFreeEnergy (a b T s : ℝ) : ℝ :=
  -a * s / 2 + 3 * b * s ^ 2 / 4 - T / 2 * Real.log s

/-- The variance `(a + √(a² + 12bT)) / (6b)`, for `b > 0` and `T > 0`. -/
def optimalVariance (a b T : ℝ) : ℝ := (a + √(a ^ 2 + 12 * b * T)) / (6 * b)

/-- The optimal variance is positive and solves `3bs² = as + T`; the ratio `T/s` there is
`(√(a² + 12bT) - a)/2`. -/
theorem optimalVariance_spec (a : ℝ) {b T : ℝ} (hb : 0 < b) (hT : 0 < T) :
    0 < optimalVariance a b T ∧
      3 * b * optimalVariance a b T ^ 2 = a * optimalVariance a b T + T ∧
      T / optimalVariance a b T = (√(a ^ 2 + 12 * b * T) - a) / 2 := by
  have hbT := mul_pos hb hT
  have hr : √(a ^ 2 + 12 * b * T) ^ 2 = a ^ 2 + 12 * b * T :=
    Real.sq_sqrt (by nlinarith [sq_nonneg a])
  have habs : |a| < √(a ^ 2 + 12 * b * T) := by
    rw [← Real.sqrt_sq_eq_abs]
    exact Real.sqrt_lt_sqrt (sq_nonneg a) (by linarith)
  have hpos : 0 < optimalVariance a b T :=
    div_pos (by linarith [neg_abs_le a]) (by positivity)
  have h6 : 6 * b * optimalVariance a b T = a + √(a ^ 2 + 12 * b * T) :=
    mul_div_cancel₀ _ (by positivity)
  generalize optimalVariance a b T = s at *
  generalize √(a ^ 2 + 12 * b * T) = r at *
  have hq : 3 * b * s ^ 2 = a * s + T := by
    apply mul_left_cancel₀ (show 12 * b ≠ 0 by positivity)
    linear_combination (6 * b * s + r - a) * h6 + hr
  refine ⟨hpos, hq, ?_⟩
  rw [div_eq_iff hpos.ne']
  linear_combination (s / 2) * h6 - hq

/-- For `b, T > 0` the trial free energy has exactly one minimiser among positive variances,
the optimal variance, and `T/s` there equals `(√(a² + 12bT) - a)/2`. -/
theorem trialFreeEnergy_unique_minimiser (a : ℝ) {b T : ℝ} (hb : 0 < b) (hT : 0 < T) :
    0 < optimalVariance a b T ∧
      (∀ t, 0 < t → t ≠ optimalVariance a b T →
        trialFreeEnergy a b T (optimalVariance a b T) < trialFreeEnergy a b T t) ∧
      T / optimalVariance a b T = (√(a ^ 2 + 12 * b * T) - a) / 2 := by
  obtain ⟨hs, hq, hk⟩ := optimalVariance_spec a hb hT
  refine ⟨hs, ?_, hk⟩
  clear hk
  generalize optimalVariance a b T = s at *
  intro t ht hne
  -- strict concavity of the entropy, in the form ln u < u - 1
  have hl := Real.log_lt_sub_one_of_pos (div_pos ht hs)
    (fun h => hne ((div_eq_one_iff_eq hs.ne').mp h))
  rw [Real.log_div ht.ne' hs.ne'] at hl
  have hm := mul_lt_mul_of_pos_left hl (half_pos hT)
  have e : T / 2 * (t / s - 1) = (3 * b * s - a) * (t - s) / 2 := by
    field_simp
    linear_combination (s - t) * hq
  rw [e] at hm
  unfold trialFreeEnergy
  nlinarith [mul_nonneg hb.le (sq_nonneg (t - s))]

end

end DoubleWellGaussian
```

The error:

```
Main.lean:62:4: error: ring failed, ring expressions not equal
a b T : ℝ
hb : 0 < b
hT : 0 < T
s : ℝ
hs : 0 < s
hq : 3 * b * s ^ 2 = a * s + T
t : ℝ
ht : 0 < t
hne : t ≠ s
hl : Real.log t - Real.log s < t / s - 1
hm : T / 2 * (Real.log t - Real.log s) < T / 2 * (t / s - 1)
⊢ T + T * s - T * t - s * t * a + s * a + s ^ 2 * t * b * 3 + s ^ 2 * a - s ^ 2 * b * 3 - s ^ 3 * b * 3 = 0
```

Diagnosis. The one error is in the proof of `e`, where `linear_combination (s - t) * hq` leaves an expression that `ring` cannot reduce to zero. The coefficient `s - t` would be right if `field_simp` had only cleared the denominators, leaving `T * (t - s) = s * (3 * b * s - a) * (t - s)` up to arrangement. But both sides of `e` contain the factor `t - s`, which is nonzero by `hne`, and `field_simp` cancelled it too.

The message shows this. Adding `(s - t) * (3 * b * s ^ 2 - (a * s + T))` back to the expression it reports gives `T + a * s - 3 * b * s ^ 2`, so the goal after `field_simp` was, up to arrangement, `T = s * (3 * b * s - a)`.

That is `hq` with its terms moved across. The difference of the goal's two sides is exactly minus the difference of the sides of `hq`, so the coefficient has to be −1, and `linear_combination -hq` closes the goal.

The mended proof, as a diff:

```diff
@@ -60,5 +60,5 @@
   have e : T / 2 * (t / s - 1) = (3 * b * s - a) * (t - s) / 2 := by
     field_simp
-    linear_combination (s - t) * hq
+    linear_combination -hq
   rw [e] at hm
   unfold trialFreeEnergy
```
